# For fixed nonzero κ, the structure factor (I + qqᵀ/κ²)⁻¹ tends to the identity as q → 0

In a model where a magnetisation mode with real wavevector q has the quadratic energy matrix I + qqᵀ/κ², the static structure factor is defined as the inverse of that matrix, with no temperature or other prefactor. The declaration `tendsto_structureFactor_zero` states that, for a fixed nonzero real κ and finitely many components, this structure factor tends to the identity matrix as q tends to zero from any direction. The attempt uses the closed form I − qqᵀ/(|q|² + κ²), proved just before in the file. It seeks to show that this expression is continuous in q, and then evaluates it at q = 0, where the dyad qqᵀ vanishes.

The failing Lean file:

```lean
import Mathlib

open Matrix Filter Topology

namespace PinchPoint

noncomputable section

variable {n : Type*} [Fintype n] [DecidableEq n]

/-- The quadratic energy matrix `I + q qᵀ / κ²` of a magnetisation mode with wavevector `q`. -/
def stiffness (κ : ℝ) (q : n → ℝ) : Matrix n n ℝ :=
  1 + (κ ^ 2)⁻¹ • vecMulVec q q

/-- The static structure factor: the inverse of the quadratic energy matrix. -/
def structureFactor (κ : ℝ) (q : n → ℝ) : Matrix n n ℝ :=
  (stiffness κ q)⁻¹

omit [DecidableEq n] in
/-- The squared wavevector plus a nonzero squared inverse length is positive. -/
theorem denominator_pos {κ : ℝ} (hκ : κ ≠ 0) (q : n → ℝ) : 0 < q ⬝ᵥ q + κ ^ 2 := by
  have h1 : 0 ≤ q ⬝ᵥ q := Finset.sum_nonneg fun i _ => mul_self_nonneg (q i)
  have h2 : 0 < κ ^ 2 := by positivity
  linarith

omit [DecidableEq n] in
/-- The dyad `q qᵀ` squares to `|q|²` times itself. -/
theorem dyad_mul_dyad (q : n → ℝ) :
    vecMulVec q q * vecMulVec q q = (q ⬝ᵥ q) • vecMulVec q q := by
  ext i j
  simp only [Matrix.mul_apply, Matrix.vecMulVec_apply, Matrix.smul_apply, smul_eq_mul,
    dotProduct, Finset.sum_mul]
  exact Finset.sum_congr rfl fun k _ => by ring

/-- For nonzero `κ` the energy matrix is invertible, and the structure factor is
`I - q qᵀ / (|q|² + κ²)`. -/
theorem structureFactor_eq {κ : ℝ} (hκ : κ ≠ 0) (q : n → ℝ) :
    stiffness κ q * structureFactor κ q = 1 ∧
      structureFactor κ q = 1 - (q ⬝ᵥ q + κ ^ 2)⁻¹ • vecMulVec q q := by
  have hs := (denominator_pos hκ q).ne'
  -- the coefficient of the dyad in the product cancels
  have hc : (κ ^ 2)⁻¹ - (q ⬝ᵥ q + κ ^ 2)⁻¹
      - (κ ^ 2)⁻¹ * (q ⬝ᵥ q + κ ^ 2)⁻¹ * (q ⬝ᵥ q) = 0 := by
    field_simp
    ring
  have hmul : stiffness κ q * (1 - (q ⬝ᵥ q + κ ^ 2)⁻¹ • vecMulVec q q) = 1 := by
    calc _ = 1 + ((κ ^ 2)⁻¹ - (q ⬝ᵥ q + κ ^ 2)⁻¹
          - (κ ^ 2)⁻¹ * (q ⬝ᵥ q + κ ^ 2)⁻¹ * (q ⬝ᵥ q)) • vecMulVec q q := by
          simp only [stiffness, add_mul, mul_sub, one_mul, mul_one, smul_mul_assoc,
            mul_smul_comm, dyad_mul_dyad]
          module
      _ = 1 := by rw [hc, zero_smul, add_zero]
  have hinv : structureFactor κ q = 1 - (q ⬝ᵥ q + κ ^ 2)⁻¹ • vecMulVec q q :=
    Matrix.inv_eq_right_inv hmul
  exact ⟨by rw [hinv, hmul], hinv⟩

/-- At fixed nonzero `κ` the structure factor tends to the identity as `q → 0`. -/
theorem tendsto_structureFactor_zero {κ : ℝ} (hκ : κ ≠ 0) :
    Tendsto (fun q : n → ℝ => structureFactor κ q) (𝓝 0) (𝓝 1) := by
  have hcont : Continuous
      (fun q : n → ℝ => 1 - (q ⬝ᵥ q + κ ^ 2)⁻¹ • vecMulVec q q) := by
    refine continuous_const.sub (Continuous.smul (Continuous.inv₀ ?_ ?_) ?_)
    · simp only [dotProduct]
      fun_prop
    · exact fun q => (denominator_pos hκ q).ne'
    · refine continuous_matrix fun i j => ?_
      simp only [Matrix.vecMulVec_apply]
      fun_prop
  have h0 : vecMulVec (0 : n → ℝ) (0 : n → ℝ) = 0 := by
    ext i j
    simp [Matrix.vecMulVec_apply]
  have h := hcont.tendsto 0
  simp only [h0, smul_zero, sub_zero] at h
  exact h.congr fun q => (structureFactor_eq hκ q).2.symm

end

end PinchPoint
```

The error:

```
Main.lean:62:32: error: Application type mismatch: The argument
  Continuous.smul (Continuous.inv₀ ?m.104 ?m.105) ?m.106
has type
  Continuous[?m.103, ?m.90] (?m.102⁻¹ • ?m.95)
but is expected to have type
  Continuous fun q => (q ⬝ᵥ q + κ ^ 2)⁻¹ • vecMulVec q q
in the application
  Continuous.sub continuous_const (Continuous.smul (Continuous.inv₀ ?m.104 ?m.105) ?m.106)
```

The single error is a type mismatch in the continuity proof. As the message shows, `Continuous.smul` applied to `Continuous.inv₀` gives continuity of `?m.102⁻¹ • ?m.95`, an inverse and a scalar product of whole functions, both still unknown. The goal is instead a `fun q => ...` with the inverse and the product taken at each `q`. Lean had to find the two functions by matching these forms, and did not manage it.

The repair states the functions first. `h1` gives the continuity of the denominator, `h2` that of its inverse, and `h3` that of the dyad. `h4` then combines `h2` and `h3` with nothing left to guess. For known functions, the product of functions and the pointwise product agree by definition, so `continuous_const.sub h4` is accepted for the goal.

The arguments for the separate parts are unchanged: `fun_prop` after the same `simp only` calls, `continuous_matrix` for the dyad, and `denominator_pos` to show that the denominator is never zero. They have only moved from the holes of the `refine` into the named statements.

The mended proof, as a diff:

```diff
@@ -60,11 +60,15 @@
   have hcont : Continuous
       (fun q : n → ℝ => 1 - (q ⬝ᵥ q + κ ^ 2)⁻¹ • vecMulVec q q) := by
-    refine continuous_const.sub (Continuous.smul (Continuous.inv₀ ?_ ?_) ?_)
-    · simp only [dotProduct]
+    have h1 : Continuous (fun q : n → ℝ => q ⬝ᵥ q + κ ^ 2) := by
+      simp only [dotProduct]
       fun_prop
-    · exact fun q => (denominator_pos hκ q).ne'
-    · refine continuous_matrix fun i j => ?_
+    have h2 : Continuous (fun q : n → ℝ => (q ⬝ᵥ q + κ ^ 2)⁻¹) :=
+      h1.inv₀ fun q => (denominator_pos hκ q).ne'
+    have h3 : Continuous (fun q : n → ℝ => vecMulVec q q) := by
+      refine continuous_matrix fun i j => ?_
       simp only [Matrix.vecMulVec_apply]
       fun_prop
+    have h4 := h2.smul h3
+    exact continuous_const.sub h4
   have h0 : vecMulVec (0 : n → ℝ) (0 : n → ℝ) = 0 := by
     ext i j
```
